# Removing several vertices multiplies the determinant of a nonsingular matrix by a minor of its inverse

In a continuous-time Monte Carlo simulation of the Hubbard model by interaction expansion, a configuration is a set of interaction vertices, and its weight contains, for each spin, the determinant of a matrix $A$ with one row and one column per vertex. When a move proposes to remove a whole set $S$ of vertices, the ratio of the new determinant to the current one is needed before the move can be accepted or rejected, and the inverse $N = A^{-1}$ of the current matrix is already in memory.

```lean
import Mathlib

open Matrix

namespace MultiVertexRemoval

section Blocks

variable {K m k : Type*} [Field K] [Fintype m] [DecidableEq m] [Fintype k] [DecidableEq k]

/-- If two block matrices multiply to the identity, the lower right block of the first has
determinant equal to that of the whole first matrix times that of the upper left block of
the second. -/
theorem det_lower_block (A : Matrix m m K) (B : Matrix m k K) (C : Matrix k m K)
    (D : Matrix k k K) (P : Matrix m m K) (Q : Matrix m k K) (R : Matrix k m K)
    (T : Matrix k k K) (h : fromBlocks A B C D * fromBlocks P Q R T = 1) :
    D.det = (fromBlocks A B C D).det * P.det := by
  rw [fromBlocks_multiply, ← fromBlocks_one, fromBlocks_inj] at h
  obtain ⟨h1, -, h3, -⟩ := h
  -- keep only the first block column of the inverse: the product is triangular
  have key : fromBlocks A B C D * fromBlocks P 0 R 1 = fromBlocks 1 B 0 D := by
    rw [fromBlocks_multiply, h1, h3]
    simp
  have hdet := congrArg Matrix.det key
  rw [det_mul, det_fromBlocks_zero₁₂, det_fromBlocks_zero₂₁] at hdet
  simpa using hdet.symm

/-- If two block matrices multiply to the identity and the upper left block `P` of the second
is nonsingular, the lower right block of the first has inverse `T - R P⁻¹ Q`. -/
theorem inv_lower_block (A : Matrix m m K) (B : Matrix m k K) (C : Matrix k m K)
    (D : Matrix k k K) (P : Matrix m m K) (Q : Matrix m k K) (R : Matrix k m K)
    (T : Matrix k k K) (h : fromBlocks A B C D * fromBlocks P Q R T = 1)
    (hP : P.det ≠ 0) : D⁻¹ = T - R * P⁻¹ * Q := by
  rw [fromBlocks_multiply, ← fromBlocks_one, fromBlocks_inj] at h
  obtain ⟨-, -, h3, h4⟩ := h
  have h3' : D * R = -(C * P) := eq_neg_of_add_eq_zero_right h3
  have h4' : D * T = 1 - C * Q := by
    rw [← h4]
    abel
  apply Matrix.inv_eq_right_inv
  calc D * (T - R * P⁻¹ * Q) = D * T - (D * R) * P⁻¹ * Q := by
        rw [Matrix.mul_sub]
        simp only [Matrix.mul_assoc]
    _ = 1 - C * Q + C * (P * P⁻¹) * Q := by
        rw [h3', h4']
        simp only [Matrix.neg_mul, Matrix.mul_assoc, sub_neg_eq_add]
    _ = 1 := by
        rw [Matrix.mul_nonsing_inv P hP.isUnit, Matrix.mul_one, sub_add_cancel]

end Blocks

variable {K n : Type*} [Field K]

/-- The matrix left after deleting all rows and columns in `S`. -/
def keptBlock (M : Matrix n n K) (S : Finset n) : Matrix {i // i ∉ S} {i // i ∉ S} K :=
  M.submatrix Subtype.val Subtype.val

/-- The block of a matrix with rows and columns in the set `S` of removed vertices. -/
def removedBlock (M : Matrix n n K) (S : Finset n) : Matrix {i // i ∈ S} {i // i ∈ S} K :=
  M.submatrix Subtype.val Subtype.val

/-- The block with rows at kept vertices and columns at removed vertices. -/
def keptRemoved (M : Matrix n n K) (S : Finset n) : Matrix {i // i ∉ S} {i // i ∈ S} K :=
  M.submatrix Subtype.val Subtype.val

/-- The block with rows at removed vertices and columns at kept vertices. -/
def removedKept (M : Matrix n n K) (S : Finset n) : Matrix {i // i ∈ S} {i // i ∉ S} K :=
  M.submatrix Subtype.val Subtype.val

variable [DecidableEq n]

/-- The ordering of the vertices that lists the removed ones first and the kept ones second. -/
def ordering (S : Finset n) : {i // i ∈ S} ⊕ {i // i ∉ S} ≃ n :=
  Equiv.sumCompl (fun i => i ∈ S)

omit [Field K] in
/-- The four blocks together are the original matrix with its vertices reordered. -/
theorem blocks_eq (M : Matrix n n K) (S : Finset n) :
    fromBlocks (removedBlock M S) (removedKept M S) (keptRemoved M S) (keptBlock M S)
      = M.submatrix (ordering S) (ordering S) := by
  ext (i | i) (j | j) <;> rfl

variable [Fintype n]

/-- For a nonsingular matrix, its block form times the block form of its inverse is the
identity. -/
theorem blocks_mul_inv (A : Matrix n n K) (S : Finset n) (hA : A.det ≠ 0) :
    fromBlocks (removedBlock A S) (removedKept A S) (keptRemoved A S) (keptBlock A S) *
      fromBlocks (removedBlock A⁻¹ S) (removedKept A⁻¹ S) (keptRemoved A⁻¹ S)
        (keptBlock A⁻¹ S) = 1 := by
  rw [blocks_eq A S, blocks_eq A⁻¹ S, Matrix.submatrix_mul_equiv,
    Matrix.mul_nonsing_inv A hA.isUnit, Matrix.submatrix_one_equiv]

/-- Jacobi's complementary minor identity: deleting the rows and columns in `S` from a
nonsingular matrix `A` gives determinant `det A` times the determinant of the `S` by `S` block
of `A⁻¹`. -/
theorem det_removal (A : Matrix n n K) (S : Finset n) (hA : A.det ≠ 0) :
    (keptBlock A S).det = A.det * (removedBlock A⁻¹ S).det := by
  have h := det_lower_block _ _ _ _ _ _ _ _ (blocks_mul_inv A S hA)
  -- reordering rows and columns alike leaves the determinant unchanged
  rw [blocks_eq, Matrix.det_submatrix_equiv_self] at h
  exact h

/-- For nonsingular `A`, the matrix left after removing the vertices in `S` is nonsingular
exactly when the `S` by `S` block of `A⁻¹` is. -/
theorem removal_nonsingular_iff (A : Matrix n n K) (S : Finset n) (hA : A.det ≠ 0) :
    (keptBlock A S).det ≠ 0 ↔ (removedBlock A⁻¹ S).det ≠ 0 := by
  rw [det_removal A S hA, mul_ne_zero_iff]
  exact ⟨fun h => h.2, fun h => ⟨hA, h⟩⟩

/-- Update of the stored inverse: if `A` and the `S` by `S` block of `A⁻¹` are nonsingular, the
inverse after removal is the kept block of `A⁻¹` minus a correction built from the other three
blocks of `A⁻¹`. -/
theorem inv_removal (A : Matrix n n K) (S : Finset n) (hA : A.det ≠ 0)
    (hS : (removedBlock A⁻¹ S).det ≠ 0) :
    (keptBlock A S)⁻¹ = keptBlock A⁻¹ S
      - keptRemoved A⁻¹ S * (removedBlock A⁻¹ S)⁻¹ * removedKept A⁻¹ S :=
  inv_lower_block _ _ _ _ _ _ _ _ (blocks_mul_inv A S hA) hS

/-- Removing two distinct vertices `i` and `j` from a nonsingular matrix multiplies its
determinant by a two by two determinant of entries of the inverse. -/
theorem det_pair_removal (A : Matrix n n K) {i j : n} (hij : i ≠ j) (hA : A.det ≠ 0) :
    (keptBlock A {i, j}).det
      = A.det * (A⁻¹ i i * A⁻¹ j j - A⁻¹ i j * A⁻¹ j i) := by
  -- number the two removed vertices by 0 and 1
  let f : Fin 2 → {x // x ∈ ({i, j} : Finset n)} := ![⟨i, by simp⟩, ⟨j, by simp⟩]
  have hf : Function.Bijective f := by
    constructor
    · intro a b h
      have h' := congrArg Subtype.val h
      fin_cases a <;> fin_cases b <;> simp [f, hij, hij.symm] at h' ⊢
    · rintro ⟨x, hx⟩
      have hx' : x = i ∨ x = j := by simpa using hx
      rcases hx' with h | h
      · exact ⟨0, Subtype.ext h.symm⟩
      · exact ⟨1, Subtype.ext h.symm⟩
  have h2 : (removedBlock A⁻¹ {i, j}).det
      = A⁻¹ i i * A⁻¹ j j - A⁻¹ i j * A⁻¹ j i := by
    rw [← Matrix.det_submatrix_equiv_self (Equiv.ofBijective f hf), Matrix.det_fin_two]
    rfl
  rw [det_removal A _ hA, h2]

end MultiVertexRemoval
```

```lean
#print axioms MultiVertexRemoval.removal_nonsingular_iff
#print axioms MultiVertexRemoval.inv_removal
#print axioms MultiVertexRemoval.det_pair_removal
```

```
'MultiVertexRemoval.removal_nonsingular_iff' depends on axioms: [propext, Classical.choice, Quot.sound]
'MultiVertexRemoval.inv_removal' depends on axioms: [propext, Classical.choice, Quot.sound]
'MultiVertexRemoval.det_pair_removal' depends on axioms: [propext, Classical.choice, Quot.sound]
```

## The determinant ratio and the new inverse

Write $k$ for the set of kept vertices, and let two subscripts on a matrix name the rows and columns of a block, so that $N_{kS}$ has kept rows and removed columns. For $\det A \neq 0$, `det_removal` states Jacobi's complementary minor identity for equal row and column sets:

$$\det A_{kk} = \det A \,\det N_{SS}.$$

The determinant ratio of the move is therefore a determinant of size $|S|$, however large the configuration is. By `removal_nonsingular_iff`, the reduced matrix is nonsingular exactly when $N_{SS}$ is. In that case `inv_removal` gives its inverse:

$$(A_{kk})^{-1} = N_{kk} - N_{kS}\,(N_{SS})^{-1} N_{Sk}.$$

For two distinct vertices $i$ and $j$, `det_pair_removal` writes the ratio out as $N_{ii}N_{jj} - N_{ij}N_{ji}$.

## Vertices, blocks and weights

The type `n` is the finite set of vertices, `S : Finset n` is the set to be removed, and `K` is any field, in practice the real or complex numbers. The blocks $A_{kk}$, $A_{SS}$, $A_{kS}$ and $A_{Sk}$ are `keptBlock A S`, `removedBlock A S`, `keptRemoved A S` and `removedKept A S`; the names give rows first. Kept vertices retain their labels, since `keptBlock` is indexed by the elements of `n` outside `S`. Many continuous-time codes write $M$ for the stored inverse, whereas `M` in these definitions is an arbitrary matrix.

The hypothesis `hA : A.det ≠ 0` says that the determinant in the current weight does not vanish, as holds for any configuration of non-zero weight. The hypothesis `hS` in `inv_removal` says the same of the proposed configuration. A proposal that violates it has zero weight and is rejected, so no new inverse is required.

The step from the theorems to a simulation is the identification of $A_{kk}$ with the matrix of the new configuration. It is correct when each matrix element depends only on the two vertices that label it, as with a free propagator between two interaction vertices. The identity then serves interaction expansions of lattice and impurity models, in which each configuration contributes an expectation value in the non-interacting system and Wick's theorem turns it into determinants. The other factors of the weight, such as coupling constants, and the proposal probabilities of the move enter the acceptance ratio separately, and the equalities hold for field elements without rounding.

## Jacobi's identity from one triangular product

List the removed vertices first. Rows and columns are permuted alike, so the sign of the permutation enters twice and the determinant is unchanged. The equation $AN = 1$ becomes four block equations:

$$A_{SS}N_{SS} + A_{Sk}N_{kS} = 1, \qquad A_{SS}N_{Sk} + A_{Sk}N_{kk} = 0,$$
$$A_{kS}N_{SS} + A_{kk}N_{kS} = 0, \qquad A_{kS}N_{Sk} + A_{kk}N_{kk} = 1.$$

Now keep the first block column of $N$ and replace the second by $(0, 1)$. The two equations on the left give

$$\begin{pmatrix} A_{SS} & A_{Sk} \\ A_{kS} & A_{kk} \end{pmatrix}
\begin{pmatrix} N_{SS} & 0 \\ N_{kS} & 1 \end{pmatrix}
= \begin{pmatrix} 1 & A_{Sk} \\ 0 & A_{kk} \end{pmatrix}.$$

The second factor and the product are block triangular, so their determinants are $\det N_{SS}$ and $\det A_{kk}$. Taking determinants on both sides gives $\det A \,\det N_{SS} = \det A_{kk}$. Since $\det A \neq 0$, one side vanishes exactly when $\det N_{SS}$ does, which is the criterion for nonsingularity.

In Lean this argument is `det_lower_block`. There `A`, `B`, `C`, `D` are the four blocks of the first matrix, so `A` is only its upper left block, and `P`, `Q`, `R`, `T` are the blocks of the second. Rewriting with `fromBlocks_multiply` and `fromBlocks_inj` extracts the block equations, `key` is the triangular product, and the two `det_fromBlocks_zero` lemmas evaluate the triangular determinants. The reordering is done by `ordering`; `blocks_eq` identifies the four blocks with the reordered matrix, and `blocks_mul_inv` carries $AN = 1$ over to block form. `det_removal` combines these results and undoes the reordering inside the determinant.

## The inverse from the lower block equations

The lower two block equations give $A_{kk}N_{kS} = -A_{kS}N_{SS}$ and $A_{kk}N_{kk} = 1 - A_{kS}N_{Sk}$. Hence

$$A_{kk}\bigl(N_{kk} - N_{kS}(N_{SS})^{-1}N_{Sk}\bigr)
= 1 - A_{kS}N_{Sk} + A_{kS}N_{SS}(N_{SS})^{-1}N_{Sk} = 1.$$

For a square matrix a right inverse is the inverse. The `calc` block of `inv_lower_block` is this computation, with `h3'` and `h4'` as the two equations, and `inv_removal` applies it to the blocks of $A$ and $N$.

For a pair, $N_{SS}$ is a two by two matrix indexed by the set $\{i, j\}$. The function `f` numbers its elements 0 and 1, `hf` shows that this is a bijection, and `Matrix.det_fin_two` expands the determinant.

## Extreme sets and a pair move

If $S$ is empty, $N_{SS}$ has size zero and determinant 1, and the determinant stays as it was. If $S$ contains every vertex, the kept block has size zero and the identity reads $1 = \det A \,\det A^{-1}$. For a pair with $N_{ij}N_{ji} = 0$, the ratio is the product $N_{ii}N_{jj}$ of the two single-vertex ratios.

Take a configuration of 500 vertices and a proposal to remove two of them. For each spin, the program reads four entries of the stored inverse and forms $N_{ii}N_{jj} - N_{ij}N_{ji}$, whose absolute value is one factor of the acceptance ratio. If the move is accepted, then for each spin it deletes two rows and two columns of $N$ and subtracts a correction of rank at most two from the remaining 498 by 498 block. That takes a number of operations of order $500^2$, where a fresh inversion by elimination would take order $500^3$.
